# Torsion angles about a shared bond add modulo $2\pi$ when no substituent is collinear with it

Ethane has three hydrogens on each carbon, so nine H–C–C–H torsions can be measured about its C–C bond. Turning one methyl group against the other changes all nine together. The nine are not independent, so a program that lists them all as internal coordinates carries redundant ones.

## The product rule for torsion amplitudes

Let $b$ be the vector along the central bond, and let $p,q,r\in\mathbb R^3$ be vectors from the bond to substituent atoms. With $b$ fixed, define the complex amplitude

$$W(p,q)=(b\times p)\cdot(b\times q)+i\,|b|\;b\cdot(p\times q).$$

The torsion $\varphi(p,q)$ is the argument of $W(p,q)$, taken modulo $2\pi$. The amplitudes satisfy

$$W(p,q)\,W(q,r)=|b\times q|^2\,W(p,r).$$

If none of $p,q,r$ is collinear with $b$, it follows that $\varphi(p,q)+\varphi(q,r)=\varphi(p,r)$ modulo $2\pi$. At least two of the three substituents sit on the same end of the bond. For such a pair $\varphi$ is the signed angle between their projections perpendicular to the bond, not the dihedral of a chain of four atoms.

## Redundant torsions in a coordinate set

For atoms A–B–C–D, take $b$ from B to C, $p$ from B to A and $q$ from C to D. The usual signed dihedral is then `atan2(Im W, Re W)`, positive when the turn from front to back is clockwise as seen along $b$.

Take front substituents $p,p'$ and back substituents $q,q'$. Additivity gives a relation that contains only ordinary dihedrals:

$$\varphi(p',q')=\varphi(p',q)-\varphi(p,q)+\varphi(p,q').$$

In a geometry where no substituent is collinear with the bond, a geometry optimiser that uses all four torsions therefore carries at least one redundant coordinate. Differentiating the relation gives the same linear dependence among the four rows of the Wilson matrix $B$, so $BB^{T}$ is singular. An ordinary inverse of $BB^{T}$ then does not exist; using a generalised inverse or removing redundant coordinates are two ways round this.

Any numerical check of additivity has to respect the period. In staggered ethane, torsions of $180^\circ$ and $60^\circ$ can add to $240^\circ$, which a program using the range from $-180^\circ$ to $180^\circ$ reports as $-120^\circ$. For the residual $\delta=\varphi(p,q)+\varphi(q,r)-\varphi(p,r)$, the quantity to compare with zero is `atan2(sin δ, cos δ)`.

## Derivation in the plane perpendicular to the bond

If $b=0$, every amplitude vanishes and the product rule reads $0=0$. Otherwise choose a right-handed orthonormal frame whose third axis is $b/|b|$, and write $z_p=p_1+ip_2$ for the part of $p$ perpendicular to the bond. In this frame $b\times p=|b|(-p_2,p_1,0)$, so

$$(b\times p)\cdot(b\times q)=|b|^2(p_1q_1+p_2q_2),$$
$$|b|\,b\cdot(p\times q)=|b|^2(p_1q_2-p_2q_1).$$

Together these give $W(p,q)=|b|^2\,\overline{z_p}\,z_q$. Since $|b\times q|^2=|b|^2|z_q|^2$,

$$W(p,q)W(q,r)=|b|^4\,\overline{z_p}\,z_q\overline{z_q}\,z_r=|b\times q|^2\,W(p,r).$$

The other properties follow from the same formula:

- The modulus is $|W(p,q)|=|b|^2|z_p||z_q|=|b\times p||b\times q|$. It is nonzero when neither substituent is collinear with $b$, and dividing $W$ by it gives the cosine and sine of the torsion.
- Replacing $p$ by $p+tb$, with $t$ real, leaves $z_p$ and hence $W$ unchanged. An end atom may be located from either end of the bond.
- Exchanging $p$ and $q$ with $b$ fixed conjugates $W$ and reverses the sign of the torsion. Listing the atoms in the order D–C–B–A reverses $b$ as well, so the usual dihedral keeps its sign.

When the amplitudes are nonzero, arguments add under multiplication, and the positive factor $|b\times q|^2$ does not affect them. This is additivity. Applied repeatedly to substituents $p_0,\dots,p_n$, it gives

$$\sum_{k=0}^{n-1}\varphi(p_k,p_{k+1})=\varphi(p_0,p_n).$$

For $n=0$ the sum is empty and $\varphi(p_0,p_0)=0$. The four-torsion relation follows by going from $p'$ to $q$, from $q$ to $p$, and from $p$ to $q'$, with $\varphi(q,p)=-\varphi(p,q)$.

## The Lean file

```lean
import Mathlib

open Matrix

namespace TorsionAdditivity

noncomputable section

/-- Vectors in three-dimensional space. -/
abbrev Vec := Fin 3 → ℝ

/-- The Euclidean length of a vector. -/
def len (u : Vec) : ℝ := √(u ⬝ᵥ u)

/-- The complex torsion amplitude of the substituent vectors `p` and `q` about the
central bond `b`. -/
def W (b p q : Vec) : ℂ :=
  ⟨(b ⨯₃ p) ⬝ᵥ (b ⨯₃ q), len b * (b ⬝ᵥ (p ⨯₃ q))⟩

/-- The torsion angle from `p` to `q` about the bond `b`, taken modulo `2π`. -/
def torsion (b p q : Vec) : Real.Angle := (Complex.arg (W b p q) : Real.Angle)

private lemma dot3 (u v : Vec) : u ⬝ᵥ v = u 0 * v 0 + u 1 * v 1 + u 2 * v 2 := by
  simp [dotProduct, Fin.sum_univ_three]

private lemma cross0 (u v : Vec) : (u ⨯₃ v) 0 = u 1 * v 2 - u 2 * v 1 := by
  simp [cross_apply]

private lemma cross1 (u v : Vec) : (u ⨯₃ v) 1 = u 2 * v 0 - u 0 * v 2 := by
  simp [cross_apply]

private lemma cross2 (u v : Vec) : (u ⨯₃ v) 2 = u 0 * v 1 - u 1 * v 0 := by
  simp [cross_apply]

private lemma dot_self_nonneg (u : Vec) : 0 ≤ u ⬝ᵥ u := by
  rw [dot3]
  nlinarith [sq_nonneg (u 0), sq_nonneg (u 1), sq_nonneg (u 2)]

private lemma len_sq (u : Vec) : len u ^ 2 = u ⬝ᵥ u :=
  Real.sq_sqrt (dot_self_nonneg u)

private lemma len_pos {u : Vec} (h : u ≠ 0) : 0 < len u :=
  Real.sqrt_pos.mpr
    (lt_of_le_of_ne (dot_self_nonneg u) (Ne.symm (mt dotProduct_self_eq_zero.mp h)))

/-- The product of two torsion amplitudes that share the substituent `q` is the amplitude
between the outer substituents, times the squared length of `b × q`. -/
theorem W_mul (b p q r : Vec) :
    W b p q * W b q r = ((len (b ⨯₃ q) ^ 2 : ℝ) : ℂ) * W b p r := by
  have hs := len_sq b
  rw [len_sq (b ⨯₃ q)]
  -- the real and imaginary parts are polynomial identities in the coordinates
  have hre : ((b ⨯₃ p) ⬝ᵥ (b ⨯₃ q)) * ((b ⨯₃ q) ⬝ᵥ (b ⨯₃ r))
      - (b ⬝ᵥ b) * (b ⬝ᵥ (p ⨯₃ q)) * (b ⬝ᵥ (q ⨯₃ r))
      = ((b ⨯₃ q) ⬝ᵥ (b ⨯₃ q)) * ((b ⨯₃ p) ⬝ᵥ (b ⨯₃ r)) := by
    simp only [dot3, cross0, cross1, cross2]
    ring
  have him : ((b ⨯₃ p) ⬝ᵥ (b ⨯₃ q)) * (b ⬝ᵥ (q ⨯₃ r))
      + (b ⬝ᵥ (p ⨯₃ q)) * ((b ⨯₃ q) ⬝ᵥ (b ⨯₃ r))
      = ((b ⨯₃ q) ⬝ᵥ (b ⨯₃ q)) * (b ⬝ᵥ (p ⨯₃ r)) := by
    simp only [dot3, cross0, cross1, cross2]
    ring
  apply Complex.ext
  · simp only [W, Complex.mul_re, Complex.ofReal_re, Complex.ofReal_im]
    linear_combination hre - (b ⬝ᵥ (p ⨯₃ q)) * (b ⬝ᵥ (q ⨯₃ r)) * hs
  · simp only [W, Complex.mul_im, Complex.ofReal_re, Complex.ofReal_im]
    linear_combination len b * him

/-- The modulus of the torsion amplitude is the product of the lengths of `b × p`
and `b × q`. -/
theorem norm_W (b p q : Vec) : ‖W b p q‖ = len (b ⨯₃ p) * len (b ⨯₃ q) := by
  have hs := len_sq b
  have h : ((b ⨯₃ p) ⬝ᵥ (b ⨯₃ q)) * ((b ⨯₃ p) ⬝ᵥ (b ⨯₃ q))
      + (b ⬝ᵥ b) * (b ⬝ᵥ (p ⨯₃ q)) * (b ⬝ᵥ (p ⨯₃ q))
      = ((b ⨯₃ p) ⬝ᵥ (b ⨯₃ p)) * ((b ⨯₃ q) ⬝ᵥ (b ⨯₃ q)) := by
    simp only [dot3, cross0, cross1, cross2]
    ring
  -- compare squares of two nonnegative numbers
  have hnn : 0 ≤ len (b ⨯₃ p) * len (b ⨯₃ q) :=
    mul_nonneg (Real.sqrt_nonneg _) (Real.sqrt_nonneg _)
  apply (sq_eq_sq₀ (norm_nonneg (W b p q)) hnn).mp
  rw [mul_pow, len_sq (b ⨯₃ p), len_sq (b ⨯₃ q), Complex.sq_norm]
  simp only [W, Complex.normSq_apply]
  linear_combination h + (b ⬝ᵥ (p ⨯₃ q)) * (b ⬝ᵥ (p ⨯₃ q)) * hs

private lemma W_ne_zero {b p q : Vec} (hp : b ⨯₃ p ≠ 0) (hq : b ⨯₃ q ≠ 0) :
    W b p q ≠ 0 := by
  intro h
  have hn := norm_W b p q
  rw [h, norm_zero] at hn
  exact (mul_pos (len_pos hp) (len_pos hq)).ne hn

/-- The cosine and sine of the torsion angle, scaled by the lengths of the two plane
normals, are the scalar product of the normals and the bond length times the triple product. -/
theorem torsion_cos_sin (b p q : Vec) :
    len (b ⨯₃ p) * len (b ⨯₃ q) * (torsion b p q).cos = (b ⨯₃ p) ⬝ᵥ (b ⨯₃ q) ∧
    len (b ⨯₃ p) * len (b ⨯₃ q) * (torsion b p q).sin = len b * (b ⬝ᵥ (p ⨯₃ q)) := by
  rw [torsion, Real.Angle.cos_coe, Real.Angle.sin_coe, ← norm_W b p q]
  exact ⟨Complex.norm_mul_cos_arg _, Complex.norm_mul_sin_arg _⟩

/-- Shifting the first substituent vector along the bond leaves the torsion amplitude unchanged. -/
theorem W_shift (b p q : Vec) (t : ℝ) : W b (p + t • b) q = W b p q := by
  apply Complex.ext <;>
  · simp only [W, dot3, cross0, cross1, cross2, Pi.add_apply, Pi.smul_apply, smul_eq_mul]
    ring

/-- Torsions about a common central bond add modulo `2π`, provided no substituent vector
is collinear with the bond. -/
theorem torsion_add {b p q r : Vec} (hp : b ⨯₃ p ≠ 0) (hq : b ⨯₃ q ≠ 0)
    (hr : b ⨯₃ r ≠ 0) : torsion b p q + torsion b q r = torsion b p r := by
  unfold torsion
  -- arguments add under multiplication, and a positive factor does not change them
  rw [← Complex.arg_mul_coe_angle (W_ne_zero hp hq) (W_ne_zero hq hr), W_mul,
    Complex.arg_real_mul _ (pow_pos (len_pos hq) 2)]

/-- Exchanging the two substituents reverses the sign of the torsion angle. -/
theorem torsion_swap (b p q : Vec) : torsion b q p = -torsion b p q := by
  have h : W b q p = (starRingEnd ℂ) (W b p q) := by
    apply Complex.ext
    · simp only [W, Complex.conj_re, dot3]
      ring
    · simp only [W, Complex.conj_im, dot3, cross0, cross1, cross2]
      ring
  unfold torsion
  rw [h, Complex.arg_conj_coe_angle]

/-- If no vector of the sequence `p` is collinear with the bond, the first `n` successive torsions
sum to the torsion from `p 0` to `p n`. -/
theorem torsion_sum {b : Vec} (p : ℕ → Vec) (h : ∀ k, b ⨯₃ p k ≠ 0) (n : ℕ) :
    ∑ k ∈ Finset.range n, torsion b (p k) (p (k + 1)) = torsion b (p 0) (p n) := by
  induction n with
  | zero =>
    -- additivity forces the torsion of a substituent with itself to vanish
    have h0 := torsion_add (h 0) (h 0) (h 0)
    rw [Finset.sum_range_zero]
    exact (add_left_cancel (h0.trans (add_zero _).symm)).symm
  | succ n ih => rw [Finset.sum_range_succ, ih, torsion_add (h 0) (h n) (h (n + 1))]

/-- If none of the substituents `p, p', q, q'` is collinear with the bond, the torsion from `p'` to
`q'` is determined by the other three torsions between `p, p'` and `q, q'`. -/
theorem torsion_redundant {b p p' q q' : Vec} (hp : b ⨯₃ p ≠ 0) (hp' : b ⨯₃ p' ≠ 0)
    (hq : b ⨯₃ q ≠ 0) (hq' : b ⨯₃ q' ≠ 0) :
    torsion b p' q' = torsion b p' q - torsion b p q + torsion b p q' := by
  -- pass from p' to q' through q and then p
  have h1 := torsion_add hp' hp hq'
  have h2 := torsion_add hp' hq hp
  rw [← h1, ← h2, torsion_swap b p q]
  abel

end

end TorsionAdditivity
```

```lean
#print axioms TorsionAdditivity.W_shift
-- 'TorsionAdditivity.W_shift' depends on axioms: [propext, Classical.choice, Quot.sound]
#print axioms TorsionAdditivity.torsion_add
-- 'TorsionAdditivity.torsion_add' depends on axioms: [propext, Classical.choice, Quot.sound]
#print axioms TorsionAdditivity.torsion_sum
-- 'TorsionAdditivity.torsion_sum' depends on axioms: [propext, Classical.choice, Quot.sound]
#print axioms TorsionAdditivity.torsion_redundant
-- 'TorsionAdditivity.torsion_redundant' depends on axioms: [propext, Classical.choice, Quot.sound]
```

## From the definitions to the angle relations

A vector is a function `Fin 3 → ℝ`. Its length `len` is defined as the square root of the dot product, because Mathlib's default norm on such functions is the largest absolute component. `W b p q` is the amplitude above with the bond written explicitly, and `torsion b p q` is its argument in `Real.Angle`, the real numbers modulo $2\pi$. The hypothesis `b ⨯₃ p ≠ 0` says that $p$ is not collinear with the bond, and it also forces $b\neq0$.

`W_mul` works in fixed Cartesian coordinates instead of the adapted frame. The identities `hre` and `him` are the real and imaginary parts of the product rule, with $|b|^2$ written as $b\cdot b$ and a common factor $|b|$ removed from the imaginary part. `ring` verifies both after expansion into components, and `linear_combination` restores the length. `norm_W` obtains the modulus by comparing squares, and `W_ne_zero` follows from it.

`torsion_cos_sin` states the cosine and sine formulas multiplied through by the modulus, and `W_shift` covers displacement along the bond. `torsion_add` combines `W_mul` with the rule for arguments of products. `torsion_swap` uses conjugation, `torsion_sum` is an induction on $n$, and `torsion_redundant` follows the three-stage path described above.

## Collinear atoms, finite lists and rounding

The product rule holds for all vectors, but additivity of the angles needs the collinearity hypotheses. Lean assigns the argument $0$ to the number $0$, so a torsion with a collinear substituent has a value but no geometric meaning, and additivity can fail there. In a molecule this happens when a bond angle at the central bond reaches $180^\circ$.

`torsion_sum` asks for noncollinearity at every natural-number index. A finite list in which no vector is collinear with the bond can be extended to such a sequence by repeating its last vector.

The theorems concern exact real vectors and one central bond at a time. The Wilson-matrix relation and the behaviour of floating-point code are not part of what was checked. Near collinearity $|W|$ is small, and rounding errors in its components can change the computed angle substantially.
